# Positive semidefinite ionic screening never raises the potential of a positive point charge in an anisotropic dielectric

Let A be the electronic dielectric tensor of a crystal, a positive definite real symmetric 3×3 matrix, and let B be the ionic contribution, a positive semidefinite one. For every r ≠ 0,

0 < r · adj(A) r ≤ r · adj(A + B) r,

where adj is the adjugate matrix. In Gaussian units, the potential of a unit point charge in the medium with tensor ε is (r · adj(ε) r)^(−1/2), so the static tensor A + B never gives a larger potential than A alone. The two potentials agree at r exactly when w · B w = 0 for every w perpendicular to r.

This bears on charged defects in supercells, where one chooses between electronic and static screening; the model here is a single point charge in an infinite, homogeneous, linear medium.

## From the potential to the adjugate

In Gaussian units, the potential of a unit charge at the origin is

φ_ε(r) = 1 / (√(det ε) · √(r · ε⁻¹ r)).

Since ε⁻¹ = adj(ε) / det ε, the product of the two radicands is

S_ε(r) = r · adj(ε) r = det ε · (r · ε⁻¹ r),

and φ_ε(r) = 1/√S_ε(r). For positive definite ε both factors of S_ε(r) are positive when r ≠ 0. It remains to compare S_A with S_(A+B).

## Only the transverse response enters

Write r = u × v. The cofactor identity εu × εv = adj(ε)ᵀ (u × v) and the Lagrange identity for cross products give

S_ε(u × v) = (u × v) · (εu × εv) = (u · εu)(v · εv) − (u · εv)(v · εu).

This is the Gram determinant of ε on two vectors perpendicular to r. For diagonal ε with entries ε₀, ε₁, ε₂ and r = (x, 0, 0), it gives φ_ε(r) = 1/(|x| √(ε₁ε₂)): the entry along r is absent.

Any nonzero w perpendicular to r can serve as u, because

w × (r × w) = (w · w) r − (w · r) w = (w · w) r,

so v = (r × w)/(w · w) satisfies w × v = r. Such a w always exists: take (1, 0, 0) if r₀ = 0, and (−r₁, r₀, 0) otherwise.

## The increment as three nonnegative terms

Set

a = u · Au, c = u · Av, d = v · Av,
p = u · Bu, m = u · Bv, q = v · Bv.

Then S_A = ad − c², and the increment D = S_(A+B) − S_A is

D = (a + p)(d + q) − (c + m)² − (ad − c²) = aq + dp + pq − 2cm − m².

Multiplying by a and regrouping gives

aD = (a²q − 2acm + c²p) + (ad − c²)p + a(pq − m²).

The first bracket is the quadratic form of B at av − cu, hence nonnegative. The second term is S_A p ≥ 0. The third is nonnegative by the Cauchy–Schwarz inequality m² ≤ pq for B. Therefore

aD ≥ S_A p ≥ 0,

and a > 0 gives D ≥ 0.

If D = 0, the bound forces p = 0, and u may be any nonzero vector perpendicular to r. Conversely, if the form of B vanishes on all vectors perpendicular to r, then p = q = 0, Cauchy–Schwarz gives m = 0, and D = 0.

## An indefinite ionic part can raise the potential

Take A = 1 and B = diag(−1/2, 1, 0). The sum diag(1/2, 2, 1) is still positive definite, and the trace of B is positive. At r = (0, 1, 0), however, S falls from 1 to 1/2 and the potential rises from 1 to √2. A positive definite total tensor with a larger average dielectric constant is thus not enough. The example is algebraic and does not describe a material: in a stable lattice the ionic part is positive semidefinite, as the next section shows.

## Where A and B come from in a defect calculation

Linear response with clamped ions gives A. Born effective charges and zone-centre phonons give, in atomic units,

B = (4π/Ω) Σₘ Zₘ Zₘᵀ / ωₘ²,

with cell volume Ω. The mode charge vector Zₘ is the sum over atoms of the Born charge tensor applied to eₘ/√M, where eₘ is the atom's part of the normalised phonon eigenvector and M is its mass. The ωₘ are the optical frequencies at zero macroscopic field, without the LO–TO splitting. Each term is positive semidefinite when ωₘ² > 0, so the hypothesis on B stands for a lattice with stable polar modes.

In the Ewald sum for the periodic images of a charged defect, √(det ε) and √(R · ε⁻¹ R) appear in the real-space terms, where R is the vector from the defect to an image. Here ε = A for ions held fixed as the charge is added, and ε = A + B for ions that relax. With A = 4·1 and B = diag(0, 0, 12), the screened potential of a single image of unit charge at distance L along the last axis stays 1/(4L), while along the first it drops from 1/(4L) to 1/(8L). The inequality concerns this single-charge potential, not the full periodic sum with its neutralising background.

## The tensors and the potential in Lean

```lean
import Mathlib

open Matrix

namespace StaticVersusElectronicScreening

noncomputable section
```

Tensors are real matrices indexed by `Fin 3`, so components are numbered 0, 1, 2. The response u · εv is a bilinear expression in two vectors.

```lean
/-- The dielectric response `u · ε v`: the dot product of `u` with the displacement field that a
field `v` produces in a medium with dielectric tensor `ε`. -/
def response (ε : Matrix (Fin 3) (Fin 3) ℝ) (u v : Fin 3 → ℝ) : ℝ := u ⬝ᵥ ε *ᵥ v
```

The quantity S_ε(r) is `screenedSq`.

```lean
/-- The squared screened distance `r · adj(ε) r`. -/
def screenedSq (ε : Matrix (Fin 3) (Fin 3) ℝ) (r : Fin 3 → ℝ) : ℝ :=
  r ⬝ᵥ ε.adjugate *ᵥ r
```

The potential is defined by the closed expression above, in Gaussian units and for unit positive charge. That it solves the anisotropic Poisson equation is taken from electrostatics.

```lean
/-- The potential at `r` of a unit point charge at the origin of an anisotropic dielectric, in
Gaussian units, for positive definite `ε` and `r ≠ 0`. -/
def potential (ε : Matrix (Fin 3) (Fin 3) ℝ) (r : Fin 3 → ℝ) : ℝ :=
  1 / (√ε.det * √(r ⬝ᵥ ε⁻¹ *ᵥ r))
```

The hypotheses `A.PosDef` and `B.PosSemidef` include symmetry, which for real matrices is what `IsHermitian` means.

## Symmetry, additivity and Cauchy–Schwarz

For a symmetric tensor the two arguments of the response may be exchanged.

```lean
variable {A B : Matrix (Fin 3) (Fin 3) ℝ} {r : Fin 3 → ℝ}

lemma response_comm (h : A.IsHermitian) (u v : Fin 3 → ℝ) :
    response A u v = response A v u := by
  have e : ∀ i j, A j i = A i j := fun i j => by simpa using h.apply i j
  simp only [response, dotProduct, mulVec, Fin.sum_univ_three]
  rw [e 0 1, e 0 2, e 1 2]
  ring
```

The response is additive in the tensor, which splits the static response into electronic and ionic parts.

```lean
lemma response_add (u v : Fin 3 → ℝ) :
    response (A + B) u v = response A u v + response B u v := by
  simp only [response, add_mulVec, dotProduct_add]
```

The next lemma expands the nonnegative form of B at su + tv.

```lean
lemma response_comb (h : B.PosSemidef) (u v : Fin 3 → ℝ) (s t : ℝ) :
    0 ≤ s ^ 2 * response B u u + 2 * s * t * response B u v + t ^ 2 * response B v v := by
  have h0 : 0 ≤ response B (s • u + t • v) (s • u + t • v) := by
    simpa only [response, star_trivial] using h.dotProduct_mulVec_nonneg (s • u + t • v)
  have e : response B (s • u + t • v) (s • u + t • v) = s ^ 2 * response B u u
      + s * t * (response B u v + response B v u) + t ^ 2 * response B v v := by
    simp only [response, mulVec_add, mulVec_smul, add_dotProduct, dotProduct_add,
      smul_dotProduct, dotProduct_smul, smul_eq_mul]
    ring
  rw [e, response_comm h.1 v u] at h0
  linarith
```

Cauchy–Schwarz follows by choosing s and t. With p, q, m as above, suppose pq − m² < 0. The choice s = −m, t = p gives p(pq − m²) ≥ 0, which forces p = 0; the mirrored choice forces q = 0. Then (1, 1) and (1, −1) give m = 0, a contradiction.

```lean
/-- Cauchy–Schwarz inequality for the response of a positive semidefinite tensor. -/
theorem response_sq_le (h : B.PosSemidef) (u v : Fin 3 → ℝ) :
    response B u v ^ 2 ≤ response B u u * response B v v := by
  have H := response_comb h u v
  generalize response B u u = p at *
  generalize response B v v = q at *
  generalize response B u v = m at *
  have hp : 0 ≤ p := by linarith [H 1 0]
  have hq : 0 ≤ q := by linarith [H 0 1]
  by_contra hc
  have hn : p * q - m ^ 2 < 0 := by linarith [not_le.mp hc]
  have hp0 : p = 0 := by
    by_contra hne
    have := mul_neg_of_pos_of_neg (lt_of_le_of_ne hp (Ne.symm hne)) hn
    linarith [H (-m) p]
  have hq0 : q = 0 := by
    by_contra hne
    have := mul_neg_of_pos_of_neg (lt_of_le_of_ne hq (Ne.symm hne)) hn
    linarith [H q (-m)]
  have hm : m = 0 := by linarith [H 1 1, H 1 (-1)]
  simp [hp0, hm] at hn
```

## The Gram determinant and the choice of transverse vectors

The Gram formula holds for every real 3×3 matrix, symmetric or not. Lean expands the adjugate and the cross product in components, and `ring` verifies the polynomial identity in place of the two vector identities used by hand.

```lean
/-- At `r = u × v` the squared screened distance is the Gram determinant of the dielectric
response on `u` and `v`. -/
theorem screenedSq_cross (ε : Matrix (Fin 3) (Fin 3) ℝ) (u v : Fin 3 → ℝ) :
    screenedSq ε (u ⨯₃ v) =
      response ε u u * response ε v v - response ε u v * response ε v u := by
  rw [screenedSq, adjugate_fin_three]
  simp [response, cross_apply, dotProduct, mulVec, Fin.sum_univ_three]
  ring
```

Here `key` is the double cross product identity, checked component by component with the help of w · r = 0. The final line divides by w · w.

```lean
lemma exists_cross {w : Fin 3 → ℝ} (hw : w ≠ 0) (h : w ⬝ᵥ r = 0) : ∃ v, w ⨯₃ v = r := by
  have hn : w ⬝ᵥ w ≠ 0 := fun h0 => hw (dotProduct_self_eq_zero.mp h0)
  have key : w ⨯₃ (r ⨯₃ w) = (w ⬝ᵥ w) • r := by
    simp only [dotProduct, Fin.sum_univ_three] at h
    ext i
    fin_cases i
    · simp [cross_apply, dotProduct, Fin.sum_univ_three]
      linear_combination (-(w 0)) * h
    · simp [cross_apply, dotProduct, Fin.sum_univ_three]
      linear_combination (-(w 1)) * h
    · simp [cross_apply, dotProduct, Fin.sum_univ_three]
      linear_combination (-(w 2)) * h
  exact ⟨(w ⬝ᵥ w)⁻¹ • (r ⨯₃ w), by
    rw [map_smul, key, smul_smul, inv_mul_cancel₀ hn, one_smul]⟩
```

The perpendicular vector is built by the same two cases as in the derivation.

```lean
lemma exists_perp (r : Fin 3 → ℝ) : ∃ w : Fin 3 → ℝ, w ≠ 0 ∧ w ⬝ᵥ r = 0 := by
  by_cases h : r 0 = 0
  · refine ⟨![1, 0, 0], fun h0 => ?_, ?_⟩
    · have := congrFun h0 0
      simp at this
    · simp [dotProduct, Fin.sum_univ_three, h]
  · refine ⟨![-r 1, r 0, 0], fun h0 => ?_, ?_⟩
    · have := congrFun h0 1
      simp at this
      exact h this
    · simp only [dotProduct, Fin.sum_univ_three, cons_val]
      ring
```

## Positivity and the adjugate form of the potential

The relation between adjugate and inverse is stated for positive definite tensors, whose determinant is nonzero.

```lean
lemma screenedSq_eq (hA : A.PosDef) (r : Fin 3 → ℝ) :
    screenedSq A r = A.det * (r ⬝ᵥ A⁻¹ *ᵥ r) := by
  rw [inv_def, Ring.inverse_eq_inv', smul_mulVec, dotProduct_smul, smul_eq_mul,
    mul_inv_cancel_left₀ hA.det_pos.ne', screenedSq]
```

Positivity of S_A is then a product of two positive factors, the determinant and the form of the inverse.

```lean
/-- For a positive definite dielectric tensor the squared screened distance is positive at every
`r ≠ 0`. -/
theorem screenedSq_pos (hA : A.PosDef) (hr : r ≠ 0) : 0 < screenedSq A r := by
  rw [screenedSq_eq hA]
  exact mul_pos hA.det_pos (by simpa only [star_trivial] using hA.inv.dotProduct_mulVec_pos hr)
```

Splitting the square root of that product recovers the defining expression for the potential. At r = 0 both sides reduce to 1/0, which Lean sets to 0, so the equation has no physical content there; the comparison theorems require r ≠ 0.

```lean
/-- For a positive definite dielectric tensor `A` the point-charge potential is the inverse square
root of `r · adj(A) r`. At `r = 0` both sides are `0` by Lean's convention for `1 / 0`. -/
theorem potential_eq (hA : A.PosDef) (r : Fin 3 → ℝ) :
    potential A r = 1 / √(screenedSq A r) := by
  rw [screenedSq_eq hA, Real.sqrt_mul hA.det_pos.le, potential]
```

## The bound and the comparison of potentials

The quantitative bound S_A p ≤ aD is the central inequality. In the proof, `h1` is the form of B at av − cu and `h2` is a(pq − m²) ≥ 0. After the Gram formula and symmetry have been inserted, `linarith` adds them, which is the regrouping of aD done by hand.

```lean
/-- Adding a positive semidefinite ionic part `B` to a positive definite electronic tensor `A`
raises the squared screened distance at `u × v ≠ 0` by at least an amount proportional to the
ionic response along `u`. -/
theorem screenedSq_increment (hA : A.PosDef) (hB : B.PosSemidef) {u v : Fin 3 → ℝ}
    (h : u ⨯₃ v ≠ 0) :
    screenedSq A (u ⨯₃ v) * response B u u ≤
      response A u u * (screenedSq (A + B) (u ⨯₃ v) - screenedSq A (u ⨯₃ v)) := by
  have hu : u ≠ 0 := by
    rintro rfl
    simp at h
  have ha : 0 < response A u u := by
    simpa only [response, star_trivial] using hA.dotProduct_mulVec_pos hu
  -- the ionic form at `a v - c u`, and the Gram determinant of the ionic form
  have h1 := response_comb hB u v (-response A u v) (response A u u)
  have h2 := mul_nonneg ha.le (sub_nonneg.mpr (response_sq_le hB u v))
  simp only [screenedSq_cross, response_add, response_comm hA.1 v u, response_comm hB.1 v u]
  linarith
```

To obtain monotonicity, r is written as w × v with w perpendicular to r, and the positive factor a is removed from the bound.

```lean
/-- For positive definite `A` and positive semidefinite `B`, adding `B` to `A` never decreases
`r · adj(A) r` at `r ≠ 0`. -/
theorem screenedSq_mono (hA : A.PosDef) (hB : B.PosSemidef) (hr : r ≠ 0) :
    screenedSq A r ≤ screenedSq (A + B) r := by
  obtain ⟨w, hw, hp⟩ := exists_perp r
  obtain ⟨v, rfl⟩ := exists_cross hw hp
  have ha : 0 < response A w w := by
    simpa only [response, star_trivial] using hA.dotProduct_mulVec_pos hw
  have hb : 0 ≤ response B w w := by linarith [response_comb hB w w 1 0]
  have h := (mul_nonneg (screenedSq_pos hA hr).le hb).trans (screenedSq_increment hA hB hr)
  exact sub_nonneg.mp (nonneg_of_mul_nonneg_right h ha)
```

The main theorem joins the inequality for the potentials to the equality condition. The inequality follows because the inverse square root is decreasing. For equality, the potentials are first reduced to `screenedSq`. In the forward direction an arbitrary nonzero transverse w is used as a factor of r, and the bound with D = 0 gives w · Bw = 0. In the reverse direction `h1`, `h2` and `h3` are p = 0, q = 0 and m = 0.

```lean
/-- Adding positive semidefinite ionic screening `B` to a positive definite electronic tensor `A`
never increases the point-charge potential at `r ≠ 0`, and leaves it unchanged there exactly when
`w · B w = 0` for every `w` perpendicular to `r`. -/
theorem static_potential_le_electronic (hA : A.PosDef) (hB : B.PosSemidef) (hr : r ≠ 0) :
    potential (A + B) r ≤ potential A r ∧
      (potential (A + B) r = potential A r ↔ ∀ w, w ⬝ᵥ r = 0 → response B w w = 0) := by
  have hAB := hA.add_posSemidef hB
  have h0 := screenedSq_pos hA hr
  rw [potential_eq hA, potential_eq hAB]
  refine ⟨one_div_le_one_div_of_le (Real.sqrt_pos.2 h0)
    (Real.sqrt_le_sqrt (screenedSq_mono hA hB hr)), ?_⟩
  rw [one_div, one_div, _root_.inv_inj, Real.sqrt_inj (screenedSq_pos hAB hr).le h0.le]
  constructor
  · intro e w hp
    by_cases hw : w = 0
    · simp [hw, response]
    -- any transverse `w` can serve as a factor of `r = w × v`
    obtain ⟨v, rfl⟩ := exists_cross hw hp
    have h := screenedSq_increment hA hB hr
    rw [e, sub_self, mul_zero] at h
    have hb : 0 ≤ response B w w := by linarith [response_comb hB w w 1 0]
    exact le_antisymm (le_of_mul_le_mul_left (by rwa [mul_zero]) h0) hb
  · intro H
    obtain ⟨w, hw, hp⟩ := exists_perp r
    obtain ⟨v, rfl⟩ := exists_cross hw hp
    have h1 := H w hp
    have h2 := H v (dot_cross_self w v)
    have h3 : response B w v = 0 := by
      have := response_sq_le hB w v
      rw [h1, zero_mul] at this
      exact pow_eq_zero_iff two_ne_zero |>.mp (le_antisymm this (sq_nonneg _))
    simp only [screenedSq_cross, response_add, response_comm hB.1 v w, h1, h2, h3, add_zero]
```

If B is positive definite, the equality condition fails for any nonzero transverse vector, so the potential drops strictly at every r ≠ 0.

```lean
/-- If the electronic and ionic parts are both positive definite, the static potential is strictly
below the electronic one at every `r ≠ 0`. -/
theorem static_potential_lt_electronic (hA : A.PosDef) (hB : B.PosDef) (hr : r ≠ 0) :
    potential (A + B) r < potential A r := by
  obtain ⟨hle, hiff⟩ := static_potential_le_electronic hA hB.posSemidef hr
  refine lt_of_le_of_ne hle fun e => ?_
  obtain ⟨w, hw, hp⟩ := exists_perp r
  have hb : 0 < response B w w := by
    simpa only [response, star_trivial] using hB.dotProduct_mulVec_pos hw
  exact hb.ne' (hiff.mp e w hp)
```

At the other extreme, an ionic part c r rᵀ with c ≥ 0 polarises only along r. Its form at w is c(w · r)², which vanishes for transverse w, so the potential at r keeps its electronic value. Equality is therefore attained at any chosen r ≠ 0, even with a nonzero ionic part.

```lean
/-- An ionic part `c r rᵀ` with `c ≥ 0`, added to a positive definite electronic tensor, leaves
the potential at `r ≠ 0` unchanged. -/
theorem potential_longitudinal (hA : A.PosDef) (hr : r ≠ 0) {c : ℝ} (hc : 0 ≤ c) :
    potential (A + c • vecMulVec r r) r = potential A r := by
  have e : ∀ x, response (c • vecMulVec r r) x x = c * (x ⬝ᵥ r) ^ 2 := fun x => by
    simp only [response, dotProduct, mulVec, Fin.sum_univ_three, Matrix.smul_apply,
      vecMulVec_apply, smul_eq_mul]
    ring
  have hB : (c • vecMulVec r r).PosSemidef := by
    refine PosSemidef.of_dotProduct_mulVec_nonneg (IsHermitian.ext fun i j => ?_) fun x => ?_
    · simp only [Matrix.smul_apply, vecMulVec_apply, smul_eq_mul, star_trivial]
      ring
    · have h : 0 ≤ response (c • vecMulVec r r) x x := by
        rw [e]
        positivity
      simpa only [response, star_trivial] using h
  exact (static_potential_le_electronic hA hB hr).2.mpr fun w hw => by rw [e, hw]; ring

end

end StaticVersusElectronicScreening
```

```lean
#print axioms StaticVersusElectronicScreening.static_potential_le_electronic
#print axioms StaticVersusElectronicScreening.static_potential_lt_electronic
#print axioms StaticVersusElectronicScreening.potential_longitudinal
```

```
'StaticVersusElectronicScreening.static_potential_le_electronic' depends on axioms: [propext, Classical.choice, Quot.sound]
'StaticVersusElectronicScreening.static_potential_lt_electronic' depends on axioms: [propext, Classical.choice, Quot.sound]
'StaticVersusElectronicScreening.potential_longitudinal' depends on axioms: [propext, Classical.choice, Quot.sound]
```
